# Below the interband edge, ideal free-standing doped graphene binds TE modes only above a threshold between 1.6 and 1.7 Fermi energies

A doped graphene sheet at zero temperature has no interband absorption until the photon energy reaches twice the Fermi energy $\mu$. Below that edge, and without scattering, its conductivity is purely imaginary: for fields varying as $e^{-i\omega t}$, the carriers contribute a positive part, the virtual interband transitions a negative one. I have read that the negative part wins above roughly $1.67\,\mu$, and that the sheet then guides transverse electric (TE) waves. Is there exactly one crossing, and does it decide whether TE modes exist? I'd like to see the derivation and a machine-checked proof in Lean.

## One sign change, from the Pauli step

Yes to both, for a free-standing sheet of non-interacting Dirac electrons with a local, undamped response. Let $x=\hbar\omega/\mu$, and measure conductivity in units of $\sigma_0=e^2/4\hbar$. The absorptive interband part is a unit step at $y=2$, where $y$ is also a photon energy over $\mu$. With time factor $e^{-i\omega t}$, the intraband (Drude) term $e^2\mu/(\pi\hbar^2\omega)$, which is $4/(\pi x)$ in these units, plus the Kramers-Kronig transform of the step gives, for $0<x<2$,

$$\operatorname{Im}\sigma(x)=\frac{4}{\pi x}-\frac1\pi\int_2^\infty\frac{2x\,dy}{y^2-x^2}.$$

The integrand is $\frac1{y-x}-\frac1{y+x}$, with antiderivative $\ln\frac{y-x}{y+x}$, which vanishes as $y\to\infty$. The integral is therefore $\ln\frac{2+x}{2-x}$, and

$$\operatorname{Im}\sigma(x)=\frac{f(x)}{\pi},\qquad f(x)=\frac4x-\ln\frac{2+x}{2-x}.$$

As $x$ grows, $4/x$ falls and $\frac{2+x}{2-x}=\frac{4}{2-x}-1$ rises, so $f$ is strictly decreasing. At the two ends of the bracket:

- $f(1.6)=\frac52-\ln 9>0$, because $81<2.7^5<e^5$.
- $f(1.7)=\frac{40}{17}-\ln\frac{37}{3}<0$, because $e^{12}<2.72^{12}<(37/3)^5$ gives $\ln\frac{37}3>\frac{12}5>\frac{40}{17}$.

By continuity there is a zero $x_0$ between them, and monotonicity makes it the only one.

## The sign that binds a TE wave

Let the sheet lie at $z=0$ in vacuum, with conductivity $iS$ in SI units. A bound TE wave has tangential field $E(z)=e^{-\kappa|z|}$ with $\kappa>0$. The wave equation gives $q^2=k^2+\kappa^2$, where $q$ is the in-plane wavenumber and $k=\omega/c$.

Faraday's law makes the tangential magnetic field $-E'/(i\omega\mu_0)$, where $\mu_0$ is the vacuum permeability, unrelated to the Fermi energy $\mu$. The jump of this field equals the sheet current $iSE(0)$. Hence $E'$ jumps by $\omega\mu_0 S\,E(0)=kZS\,E(0)$, with $Z=\mu_0c$ the vacuum impedance. The profile's slope jumps by $-2\kappa$, so $\kappa=-kZS/2$, which is positive exactly when $S<0$.

In the limit $x\to x_0$ from above, $\kappa\to0$ and $q\to k$: the mode spreads out into the vacuum and joins the light line.

## What the Lean statement says

`te_window` provides one $x_0$ in $(1.6,1.7)$ such that, for every $x$ in $(0,2)$, `imSigma x` vanishes only at $x_0$, and `HasTEMode k Z (σ₀ * imSigma x)` holds exactly when $x_0<x$. The same $x_0$ serves all positive `k`, `Z` and `σ₀`.

`imSigma` is defined as the intraband term plus the Kramers-Kronig transform of `pauliStep`, and `reactive` is $f$. The step and the intraband weight are inputs, not derived from the Dirac Hamiltonian. `HasTEMode` likewise takes the exponential profile, the relation $q^2=k^2+\kappa^2$ and the slope condition as its definition; one-sided derivatives express the jump. Temperature, damping, nonlocal response and a substrate are absent.

Within this non-interacting, sharp-step model, the closed logarithm can serve as a test value for a numerical Kramers-Kronig routine.

```lean
import Mathlib

open Set Filter Topology MeasureTheory

namespace GrapheneTEModes

noncomputable section

/-- Absorptive interband conductivity of doped graphene at zero temperature, in units of the
universal conductivity: a unit step at photon energy `y = 2` (in units of the Fermi energy). -/
def pauliStep (y : ℝ) : ℝ := (Ioi (2 : ℝ)).indicator (fun _ => 1) y

/-- Reactive (imaginary) conductivity in units of the universal conductivity, for `0 < x < 2`:
the intraband term plus the Kramers-Kronig transform of the Pauli step. -/
def imSigma (x : ℝ) : ℝ :=
  4 / x / Real.pi - 2 * x / Real.pi * ∫ y in Ioi (0 : ℝ), pauliStep y / (y ^ 2 - x ^ 2)

/-- The function `4/x - ln((2+x)/(2-x))`, for `0 < x < 2`. -/
def reactive (x : ℝ) : ℝ := 4 / x - Real.log ((2 + x) / (2 - x))

/-- Profile across the sheet `z = 0` of a tangential electric field with decay constant `κ`. -/
def teField (κ z : ℝ) : ℝ := Real.exp (-κ * |z|)

/-- A sheet of conductivity `i S` (time factor `exp(-iωt)`) in vacuum of impedance `Z` binds a TE
mode at free-space wavenumber `k`: for some in-plane wavenumber `q` and decay constant `κ > 0`
related by the wave equation `q² = k² + κ²`, the slope of the electric field jumps at the sheet as
the induced current requires. -/
def HasTEMode (k Z S : ℝ) : Prop :=
  ∃ q κ : ℝ, 0 < κ ∧ q ^ 2 = k ^ 2 + κ ^ 2 ∧
    derivWithin (teField κ) (Ici 0) 0 - derivWithin (teField κ) (Iic 0) 0
      = k * Z * S * teField κ 0

/-- Kramers-Kronig integral of the Pauli step: for `0 < x < 2` the integral converges and equals
`ln((2+x)/(2-x))`. -/
theorem kramersKronig_step {x : ℝ} (hx : x ∈ Ioo (0 : ℝ) 2) :
    IntegrableOn (fun y : ℝ => 2 * x / (y ^ 2 - x ^ 2)) (Ioi 2) ∧
      ∫ y in Ioi (2 : ℝ), 2 * x / (y ^ 2 - x ^ 2) = Real.log ((2 + x) / (2 - x)) := by
  obtain ⟨h0, h2⟩ := hx
  -- the antiderivative
  have hd : ∀ y ∈ Ici (2 : ℝ), HasDerivAt (fun y : ℝ => Real.log (y - x) - Real.log (y + x))
      (2 * x / (y ^ 2 - x ^ 2)) y := by
    intro y hy
    have hy' : 2 ≤ y := hy
    have h1 : y - x ≠ 0 := (by linarith : 0 < y - x).ne'
    have h3 : y + x ≠ 0 := (by linarith : 0 < y + x).ne'
    refine ((((hasDerivAt_id' y).sub_const x).log h1).fun_sub
      (((hasDerivAt_id' y).add_const x).log h3)).congr_deriv ?_
    rw [sq_sub_sq, div_sub_div _ _ h1 h3,
      div_eq_div_iff (mul_ne_zero h1 h3) (mul_ne_zero h3 h1)]
    ring
  have hpos : ∀ y ∈ Ioi (2 : ℝ), 0 ≤ 2 * x / (y ^ 2 - x ^ 2) := by
    intro y hy
    have hy' : 2 < y := hy
    exact div_nonneg (by linarith) (by nlinarith)
  -- it vanishes at infinity
  have hlim : Tendsto (fun y : ℝ => Real.log (y - x) - Real.log (y + x)) atTop (𝓝 0) := by
    have h1 : Tendsto (fun y : ℝ => 2 * x / (y + x)) atTop (𝓝 0) :=
      tendsto_const_nhds.div_atTop (tendsto_atTop_add_const_right _ _ tendsto_id)
    have h3 : Tendsto (fun y : ℝ => 1 - 2 * x / (y + x)) atTop (𝓝 1) := by
      simpa using h1.const_sub 1
    have h4 := h3.log one_ne_zero
    rw [Real.log_one] at h4
    refine h4.congr' ?_
    filter_upwards [eventually_gt_atTop (2 : ℝ)] with y hy
    have h5 : y - x ≠ 0 := (by linarith : 0 < y - x).ne'
    have h6 : y + x ≠ 0 := (by linarith : 0 < y + x).ne'
    rw [← Real.log_div h5 h6]
    congr 1
    rw [eq_div_iff h6, sub_mul, div_mul_cancel₀ _ h6]
    ring
  refine ⟨integrableOn_Ioi_deriv_of_nonneg' hd hpos hlim, ?_⟩
  rw [integral_Ioi_of_hasDerivAt_of_nonneg' hd hpos hlim,
    Real.log_div (by linarith : 0 < 2 + x).ne' (by linarith : 0 < 2 - x).ne']
  ring

/-- For `0 < x < 2` the reactive conductivity is `(4/x - ln((2+x)/(2-x)))/π` in units of the
universal conductivity. -/
theorem imSigma_eq {x : ℝ} (hx : x ∈ Ioo (0 : ℝ) 2) : imSigma x = reactive x / Real.pi := by
  have h1 : (fun y : ℝ => pauliStep y / (y ^ 2 - x ^ 2))
      = (Ioi (2 : ℝ)).indicator (fun y => 1 / (y ^ 2 - x ^ 2)) := by
    funext y
    by_cases h : 2 < y <;> simp [pauliStep, Set.indicator, h]
  have h2 : Ioi (0 : ℝ) ∩ Ioi 2 = Ioi 2 :=
    Set.inter_eq_right.mpr (Ioi_subset_Ioi (by norm_num))
  have h3 : ∫ y in Ioi (2 : ℝ), 2 * x / (y ^ 2 - x ^ 2)
      = 2 * x * ∫ y in Ioi (2 : ℝ), 1 / (y ^ 2 - x ^ 2) := by
    rw [← integral_const_mul]
    simp only [mul_one_div]
  rw [(kramersKronig_step hx).2] at h3
  unfold imSigma reactive
  rw [h1, setIntegral_indicator measurableSet_Ioi, h2, h3]
  ring

/-- The function `4/x - ln((2+x)/(2-x))` is strictly decreasing on `0 < x < 2`. -/
theorem reactive_strictAntiOn : StrictAntiOn reactive (Ioo 0 2) := by
  intro a ha b hb hab
  obtain ⟨ha0, ha2⟩ := ha
  obtain ⟨hb0, hb2⟩ := hb
  have h1 : 4 / b < 4 / a := div_lt_div_of_pos_left (by norm_num) ha0 hab
  have h2 : Real.log ((2 + a) / (2 - a)) < Real.log ((2 + b) / (2 - b)) := by
    apply Real.log_lt_log (div_pos (by linarith) (by linarith))
    rw [div_lt_div_iff₀ (by linarith) (by linarith)]
    nlinarith
  unfold reactive
  linarith

/-- The function `4/x - ln((2+x)/(2-x))` has a zero between `1.6` and `1.7`. -/
theorem exists_zero : ∃ x ∈ Ioo (1.6 : ℝ) 1.7, reactive x = 0 := by
  -- `ln 9 < 5/2`, from `81 < e^5`
  have hl : 0 < reactive 1.6 := by
    have he : Real.exp 5 = Real.exp 1 ^ 5 := by rw [← Real.exp_nat_mul]; norm_num
    have h1 : (2.7 : ℝ) ^ 5 < Real.exp 1 ^ 5 := by
      have := Real.exp_one_gt_d9
      gcongr
      linarith
    have h2 : Real.log ((9 : ℝ) ^ 2) < 5 := by
      rw [Real.log_lt_iff_lt_exp (by norm_num), he]
      exact lt_trans (by norm_num) h1
    rw [Real.log_pow] at h2
    push_cast at h2
    have h3 : reactive 1.6 = 5 / 2 - Real.log 9 := by unfold reactive; norm_num
    linarith
  -- `12/5 < ln (37/3)`, from `e^12 < (37/3)^5`
  have hr : reactive 1.7 < 0 := by
    have he : Real.exp 12 = Real.exp 1 ^ 12 := by rw [← Real.exp_nat_mul]; norm_num
    have h1 : Real.exp 1 ^ 12 < (2.72 : ℝ) ^ 12 := by
      have := Real.exp_one_lt_d9
      gcongr
      linarith
    have h2 : 12 < Real.log ((37 / 3 : ℝ) ^ 5) := by
      rw [Real.lt_log_iff_exp_lt (by norm_num), he]
      exact lt_trans h1 (by norm_num)
    rw [Real.log_pow] at h2
    push_cast at h2
    have h3 : reactive 1.7 = 40 / 17 - Real.log (37 / 3) := by unfold reactive; norm_num
    linarith
  have hc : ContinuousOn reactive (Icc 1.6 1.7) := by
    intro x hx
    have h0 : 0 < x := lt_of_lt_of_le (by norm_num) hx.1
    have h2 : 0 < 2 - x := sub_pos.mpr (lt_of_le_of_lt hx.2 (by norm_num))
    have h3 : (2 + x) / (2 - x) ≠ 0 := (div_pos (by linarith) h2).ne'
    exact ((continuousAt_const.div continuousAt_id h0.ne').sub
      (((continuousAt_const.add continuousAt_id).div
        (continuousAt_const.sub continuousAt_id) h2.ne').log h3)).continuousWithinAt
  exact intermediate_value_Ioo' (by norm_num) hc ⟨hr, hl⟩

/-- The slope of the field profile `exp(-κ|z|)` jumps by `-2κ` across the sheet. -/
theorem teField_slope_jump (κ : ℝ) :
    derivWithin (teField κ) (Ici 0) 0 - derivWithin (teField κ) (Iic 0) 0 = -2 * κ := by
  have h : ∀ c : ℝ, HasDerivAt (fun z : ℝ => Real.exp (c * z)) c 0 := fun c =>
    ((hasDerivAt_id' (0 : ℝ)).const_mul c).exp.congr_deriv (by simp)
  have hR : HasDerivWithinAt (teField κ) (-κ) (Ici 0) 0 :=
    (h (-κ)).hasDerivWithinAt.congr
      (fun z hz => by simp only [teField, abs_of_nonneg (mem_Ici.mp hz)]) (by simp [teField])
  have hL : HasDerivWithinAt (teField κ) κ (Iic 0) 0 :=
    (h κ).hasDerivWithinAt.congr
      (fun z hz => by simp only [teField, abs_of_nonpos (mem_Iic.mp hz), neg_mul_neg])
      (by simp [teField])
  rw [hR.derivWithin (uniqueDiffOn_Ici 0 0 (by simp)),
    hL.derivWithin (uniqueDiffOn_Iic 0 0 (by simp))]
  ring

/-- At positive wavenumber and vacuum impedance, a sheet of purely imaginary conductivity `i S`
binds a TE mode exactly when `S` is negative. -/
theorem hasTEMode_iff {k Z : ℝ} (hk : 0 < k) (hZ : 0 < Z) (S : ℝ) :
    HasTEMode k Z S ↔ S < 0 := by
  have hkZ : 0 < k * Z := mul_pos hk hZ
  have h0 : ∀ κ, teField κ 0 = 1 := fun κ => by simp [teField]
  constructor
  · rintro ⟨q, κ, hκ, -, hj⟩
    rw [teField_slope_jump, h0, mul_one] at hj
    by_contra hS
    have := mul_nonneg hkZ.le (not_lt.mp hS)
    linarith
  · intro hS
    have hneg := mul_neg_of_pos_of_neg hkZ hS
    refine ⟨Real.sqrt (k ^ 2 + (-(k * Z * S) / 2) ^ 2), -(k * Z * S) / 2, by linarith,
      Real.sq_sqrt (by positivity), ?_⟩
    rw [teField_slope_jump, h0]
    ring

/-- There is a threshold `x₀` between `1.6` and `1.7` such that, for `0 < x < 2`, the reactive
conductivity of doped graphene vanishes only at `x₀`, and the sheet with this reactive conductivity
binds a TE mode exactly when `x > x₀`, whatever the positive values of the free-space wavenumber
`k`, the vacuum impedance `Z` and the universal conductivity `σ₀`. -/
theorem te_window : ∃ x₀ ∈ Ioo (1.6 : ℝ) 1.7, ∀ x ∈ Ioo (0 : ℝ) 2,
    (imSigma x = 0 ↔ x = x₀) ∧
    ∀ k Z σ₀ : ℝ, 0 < k → 0 < Z → 0 < σ₀ → (HasTEMode k Z (σ₀ * imSigma x) ↔ x₀ < x) := by
  obtain ⟨x₀, hx₀, hz⟩ := exists_zero
  have hm : x₀ ∈ Ioo (0 : ℝ) 2 :=
    ⟨lt_trans (by norm_num) hx₀.1, lt_trans hx₀.2 (by norm_num)⟩
  refine ⟨x₀, hx₀, fun x hx => ⟨?_, fun k Z σ₀ hk hZ hσ => ?_⟩⟩
  · rw [imSigma_eq hx, div_eq_zero_iff, or_iff_left Real.pi_ne_zero]
    exact ⟨fun h => reactive_strictAntiOn.injOn hx hm (h.trans hz.symm), fun h => h ▸ hz⟩
  · have hc : 0 < σ₀ / Real.pi := div_pos hσ Real.pi_pos
    have he : σ₀ * (reactive x / Real.pi) = σ₀ / Real.pi * reactive x := by ring
    rw [hasTEMode_iff hk hZ, imSigma_eq hx, he]
    constructor
    · intro h
      by_contra hn
      -- at or below the threshold the reactive conductivity is nonnegative, so no TE mode
      have h1 := reactive_strictAntiOn.antitoneOn hx hm (not_lt.mp hn)
      rw [hz] at h1
      have := mul_nonneg hc.le h1
      linarith
    · intro h
      have h1 := reactive_strictAntiOn hm hx h
      rw [hz] at h1
      exact mul_neg_of_pos_of_neg hc h1

end

end GrapheneTEModes
```

```lean
#print axioms GrapheneTEModes.te_window
```

```
'GrapheneTEModes.te_window' depends on axioms: [propext, Classical.choice, Quot.sound]
```

## From the integral to the threshold

`kramersKronig_step` checks the antiderivative and its limit. Since the integrand is nonnegative, these give both convergence and the value. `imSigma_eq` restricts the integral to $y>2$ and inserts the logarithm.

`reactive_strictAntiOn` compares the two terms of $f$ separately, cross-multiplying the fractions inside the logarithms. `exists_zero` turns Mathlib's decimal bounds on $e$ into the two signs above and applies the intermediate value theorem.

`teField_slope_jump` finds the one-sided slopes $-\kappa$ and $\kappa$. In `hasTEMode_iff`, a mode with $S\ge0$ would contradict $-2\kappa<0$; for $S<0$ the proof supplies $\kappa=-kZS/2$ and $q=\sqrt{k^2+\kappa^2}$.

`te_window` combines these: strict monotonicity gives uniqueness of the zero and the sign of $f$ on either side of it.
